# The pressure of a static periodic nearest-neighbour chain is the atomic virial per cell length minus the tension of the boundary bond

A periodic cell of length $L$ contains atoms $0,\dots,n$ at positions $x_i$; bond $i$ has length $d_i = x_{i+1}-x_i$ for $i<n$, and the last bond, $d_n = x_0+L-x_n$, reaches the image of atom $0$ in the next cell. The energy per cell is $E=\sum_i \varphi(d_i)$, the force $f_i$ is minus the derivative of $E$ when atom $i$ moves, and the pressure is $P=-\frac1L\frac{dE}{d\varepsilon}$ for a homogeneous strain $\varepsilon$ of atoms and cell together.

```lean
import Mathlib

open Finset

namespace PeriodicChainVirial

noncomputable section

variable {n : ℕ}

/-- Length of the bond from atom `i` to the next atom in a periodic cell of length `L`;
the bond from the last atom leads to the image of atom `0` shifted by `L`. -/
def bond (L : ℝ) (x : Fin (n + 1) → ℝ) (i : Fin (n + 1)) : ℝ :=
  x (i + 1) - x i + if i = Fin.last n then L else 0

/-- Energy per cell of the chain with nearest-neighbour pair potential `φ`. -/
def energy (φ : ℝ → ℝ) (L : ℝ) (x : Fin (n + 1) → ℝ) : ℝ :=
  ∑ i, φ (bond L x i)

/-- Force on atom `i`: minus the derivative of the energy when this atom (with its periodic
images) is displaced at fixed cell length. -/
def force (φ : ℝ → ℝ) (L : ℝ) (x : Fin (n + 1) → ℝ) (i : Fin (n + 1)) : ℝ :=
  -deriv (fun t : ℝ => energy φ L (x + t • (Pi.single i (1 : ℝ) : Fin (n + 1) → ℝ))) 0

/-- One-dimensional pressure: minus the derivative of the energy with respect to a homogeneous
strain of atoms and cell, divided by the cell length. -/
def pressure (φ : ℝ → ℝ) (L : ℝ) (x : Fin (n + 1) → ℝ) : ℝ :=
  -deriv (fun ε : ℝ => energy φ ((1 + ε) * L) ((1 + ε) • x)) 0 / L

/-- The evenly spaced chain with lattice constant `a`. -/
def uniformChain (n : ℕ) (a : ℝ) : Fin (n + 1) → ℝ := fun i => ((i : ℕ) : ℝ) * a

/-- Bond lengths respond linearly to a joint change of atomic positions and cell length. -/
theorem bond_add_smul (L l t : ℝ) (x u : Fin (n + 1) → ℝ) (i : Fin (n + 1)) :
    bond (L + t * l) (x + t • u) i = bond L x i + t * bond l u i := by
  simp only [bond, Pi.add_apply, Pi.smul_apply, smul_eq_mul]
  split_ifs <;> ring

/-- Summation by parts around the ring: the sum of `T i` times the elongation of bond `i` is a sum
over atoms plus one term from the bond that crosses the cell boundary. -/
theorem sum_tension_mul_bond (T : Fin (n + 1) → ℝ) (l : ℝ) (u : Fin (n + 1) → ℝ) :
    ∑ i, T i * bond l u i
      = -∑ i, u i * (T i - T (i - 1)) + l * T (Fin.last n) := by
  -- relabel the atoms cyclically
  have h : ∑ i, T i * u (i + 1) = ∑ i, u i * T (i - 1) := by
    have h' := Equiv.sum_comp (Equiv.addRight (1 : Fin (n + 1))) (fun i => u i * T (i - 1))
    simp only [Equiv.coe_addRight, add_sub_cancel_right] at h'
    rw [← h']
    exact Finset.sum_congr rfl fun i _ => mul_comm _ _
  have hc : ∑ i, T i * u i = ∑ i, u i * T i :=
    Finset.sum_congr rfl fun i _ => mul_comm _ _
  have hL : ∑ i, T i * (if i = Fin.last n then l else 0) = T (Fin.last n) * l := by
    simp
  simp only [bond, mul_add, mul_sub, Finset.sum_add_distrib, Finset.sum_sub_distrib]
  rw [h, hL, hc]
  ring

/-- Derivative of the energy when the atoms move along `u` while the cell length changes at
rate `l`: each bond contributes its tension times its rate of elongation. -/
theorem hasDerivAt_energy (φ : ℝ → ℝ) (L l : ℝ) (x u : Fin (n + 1) → ℝ)
    (hφ : ∀ i, DifferentiableAt ℝ φ (bond L x i)) :
    HasDerivAt (fun t : ℝ => energy φ (L + t * l) (x + t • u))
      (∑ i, deriv φ (bond L x i) * bond l u i) 0 := by
  simp only [energy, bond_add_smul]
  refine HasDerivAt.fun_sum fun i _ => ?_
  have h1 : HasDerivAt (fun t : ℝ => bond L x i + t * bond l u i) (bond l u i) 0 :=
    (((hasDerivAt_id' (0 : ℝ)).mul_const (bond l u i)).const_add (bond L x i)).congr_deriv
      (one_mul _)
  have h2 : HasDerivAt φ (deriv φ (bond L x i)) (bond L x i + 0 * bond l u i) := by
    rw [zero_mul, add_zero]
    exact (hφ i).hasDerivAt
  exact HasDerivAt.comp (h₂ := φ) (h := fun t : ℝ => bond L x i + t * bond l u i) (0 : ℝ) h2 h1

/-- The force on an atom is the tension of the bond ahead of it minus that of the bond behind. -/
theorem force_eq (φ : ℝ → ℝ) (L : ℝ) (x : Fin (n + 1) → ℝ)
    (hφ : ∀ i, DifferentiableAt ℝ φ (bond L x i)) (i : Fin (n + 1)) :
    force φ L x i = deriv φ (bond L x i) - deriv φ (bond L x (i - 1)) := by
  have h := (hasDerivAt_energy φ L 0 x (Pi.single i (1 : ℝ)) hφ).congr_deriv
    (sum_tension_mul_bond (fun j => deriv φ (bond L x j)) 0 (Pi.single i (1 : ℝ)))
  simp only [mul_zero, zero_mul, add_zero] at h
  rw [force, h.deriv]
  simp [Pi.single_apply]

/-- Static virial identity for the periodic chain: the derivative of the energy under homogeneous
strain is `∑ dᵢ φ'(dᵢ)`, and it equals `-∑ xᵢ fᵢ` plus the cell length times the tension of the bond
that crosses the cell boundary. -/
theorem periodic_virial (φ : ℝ → ℝ) (L : ℝ) (x : Fin (n + 1) → ℝ)
    (hφ : ∀ i, DifferentiableAt ℝ φ (bond L x i)) :
    HasDerivAt (fun ε : ℝ => energy φ ((1 + ε) * L) ((1 + ε) • x))
      (∑ i, bond L x i * deriv φ (bond L x i)) 0 ∧
    ∑ i, bond L x i * deriv φ (bond L x i)
      = -∑ i, x i * force φ L x i + L * deriv φ (bond L x (Fin.last n)) := by
  have hc : ∑ i, deriv φ (bond L x i) * bond L x i
      = ∑ i, bond L x i * deriv φ (bond L x i) :=
    Finset.sum_congr rfl fun i _ => mul_comm _ _
  constructor
  · -- a strain moves the atoms along `x` and the cell length along `L`
    have hfun : (fun ε : ℝ => energy φ ((1 + ε) * L) ((1 + ε) • x))
        = fun ε : ℝ => energy φ (L + ε * L) (x + ε • x) := by
      funext ε
      rw [add_smul, one_smul, add_mul, one_mul]
    rw [hfun]
    exact (hasDerivAt_energy φ L L x x hφ).congr_deriv hc
  · simp only [force_eq φ L x hφ]
    rw [← hc]
    exact sum_tension_mul_bond (fun j => deriv φ (bond L x j)) L x

/-- The pressure is the atomic virial `∑ xᵢ fᵢ` per cell length minus the tension of the bond
that crosses the cell boundary. -/
theorem pressure_eq (φ : ℝ → ℝ) (L : ℝ) (hL : L ≠ 0) (x : Fin (n + 1) → ℝ)
    (hφ : ∀ i, DifferentiableAt ℝ φ (bond L x i)) :
    pressure φ L x
      = (∑ i, x i * force φ L x i) / L - deriv φ (bond L x (Fin.last n)) := by
  obtain ⟨h1, h2⟩ := periodic_virial φ L x hφ
  rw [pressure, h1.deriv, h2, eq_sub_iff_add_eq, div_add' _ _ _ hL]
  congr 1
  ring

/-- If all forces vanish, the pressure is minus the tension of any bond of the chain. -/
theorem pressure_of_equilibrium (φ : ℝ → ℝ) (L : ℝ) (hL : L ≠ 0) (x : Fin (n + 1) → ℝ)
    (hφ : ∀ i, DifferentiableAt ℝ φ (bond L x i)) (hf : ∀ i, force φ L x i = 0)
    (i : Fin (n + 1)) :
    pressure φ L x = -deriv φ (bond L x i) := by
  -- zero force passes the tension on from bond to bond
  have hT : ∀ j : Fin (n + 1), deriv φ (bond L x j) = deriv φ (bond L x 0) := by
    intro j
    induction j using Fin.induction with
    | zero => rfl
    | succ k ih =>
      have hk : k.castSucc + 1 = k.succ := Fin.coeSucc_eq_succ
      have h := hf k.succ
      rw [force_eq φ L x hφ, ← hk, add_sub_cancel_right] at h
      rw [← hk]
      linarith
  rw [pressure_eq φ L hL x hφ, hT i, hT (Fin.last n)]
  simp [hf]

/-- Every bond of the uniform chain, including the one across the boundary, has length `a`. -/
theorem bond_uniformChain (a : ℝ) (i : Fin (n + 1)) :
    bond (((n : ℝ) + 1) * a) (uniformChain n a) i = a := by
  simp only [bond, uniformChain, Fin.val_add_one]
  split_ifs with h
  · subst h
    simp only [Fin.val_last]
    push_cast
    ring
  · push_cast
    ring

/-- In a uniform chain of spacing `a` all forces vanish and the pressure is `-φ'(a)`. -/
theorem uniformChain_force_pressure (φ : ℝ → ℝ) (a : ℝ) (ha : a ≠ 0)
    (hφ : DifferentiableAt ℝ φ a) :
    (∀ i, force φ (((n : ℝ) + 1) * a) (uniformChain n a) i = 0) ∧
      pressure φ (((n : ℝ) + 1) * a) (uniformChain n a) = -deriv φ a := by
  have hd : ∀ i, DifferentiableAt ℝ φ (bond (((n : ℝ) + 1) * a) (uniformChain n a) i) := by
    intro i
    rw [bond_uniformChain]
    exact hφ
  have hf : ∀ i, force φ (((n : ℝ) + 1) * a) (uniformChain n a) i = 0 := by
    intro i
    rw [force_eq φ _ _ hd, bond_uniformChain, bond_uniformChain, sub_self]
  have hL : ((n : ℝ) + 1) * a ≠ 0 := mul_ne_zero (by positivity) ha
  refine ⟨hf, ?_⟩
  rw [pressure_of_equilibrium φ _ hL _ hd hf 0, bond_uniformChain]

/-- A uniform chain whose bonds are under tension or compression has zero atomic virial
`∑ xᵢ fᵢ` but nonzero pressure. -/
theorem uniformChain_virial_zero_pressure_ne_zero (φ : ℝ → ℝ) (a : ℝ) (ha : a ≠ 0)
    (hT : deriv φ a ≠ 0) :
    ∑ i, uniformChain n a i * force φ (((n : ℝ) + 1) * a) (uniformChain n a) i = 0 ∧
      pressure φ (((n : ℝ) + 1) * a) (uniformChain n a) ≠ 0 := by
  obtain ⟨hf, hp⟩ := uniformChain_force_pressure (n := n) φ a ha
    (differentiableAt_of_deriv_ne_zero hT)
  refine ⟨by simp [hf], ?_⟩
  rw [hp]
  exact neg_ne_zero.mpr hT

end

end PeriodicChainVirial
```

```lean
#print axioms PeriodicChainVirial.periodic_virial
#print axioms PeriodicChainVirial.uniformChain_virial_zero_pressure_ne_zero
```

```
'PeriodicChainVirial.periodic_virial' depends on axioms: [propext, Classical.choice, Quot.sound]
'PeriodicChainVirial.uniformChain_virial_zero_pressure_ne_zero' depends on axioms: [propext, Classical.choice, Quot.sound]
```

## Atoms, bonds and signs

The positions form a function `x : Fin (n + 1) → ℝ`, so the cell holds $N=n+1$ atoms and is never empty. Addition in `Fin (n + 1)` is cyclic: the atom after atom $n$ is atom $0$, and the atom before atom $0$ is atom $n$. The definition `bond` uses this for the difference `x (i + 1) - x i` and adds $L$ when `i = Fin.last n`, that is, on the bond that crosses the cell boundary. With a single atom the only bond runs from the atom to its own image and has length $L$.

The derivative $T_i=\varphi'(d_i)$ is the tension of bond $i$. For a bond with $d_i>0$ it is positive when the bond pulls its two ends together and negative when it pushes them apart. If $L$ and all $d_i$ are positive, a chain whose bonds are all under tension therefore has negative pressure, and one whose bonds are all compressed has positive pressure. In one dimension this pressure has the unit of a force.

In `force`, the vector `Pi.single i 1` has a one at atom $i$ and zeros elsewhere. Adding $t$ times this vector to `x` moves atom $i$, and with it all its periodic images, while $L$ stays fixed. In `pressure`, the positions become $(1+\varepsilon)x_i$ and the cell length becomes $(1+\varepsilon)L$, so every bond length is multiplied by $1+\varepsilon$.

The potential $\varphi$ is a function of the signed separation $d_i$. It has to be differentiable only at the bond lengths that occur in the configuration. A pair potential that diverges at zero separation is therefore admitted, as long as no bond has length zero. The atoms need not be in order along the line, since the bonds are fixed by the labels and not by the distances.

## What the theorems say about strain and pressure

The theorem `periodic_virial` has two parts. The first says that $E$ is differentiable with respect to the strain at $\varepsilon=0$, with derivative $\sum_i d_i\,\varphi'(d_i)$. The second rewrites this sum in terms of atoms:

$$\sum_{i=0}^{n} d_i\,\varphi'(d_i) = -\sum_{i=0}^{n} x_i f_i + L\,\varphi'(d_n).$$

This holds for every configuration, whether or not it is in equilibrium. For $L\neq0$, `pressure_eq` divides by $-L$ and gives

$$P=\frac1L\sum_{i=0}^{n} x_i f_i-\varphi'(d_n).$$

If all forces vanish, `pressure_of_equilibrium` states that $P=-\varphi'(d_i)$ for every bond $i$, not only for the one at the boundary.

The uniform chain has $x_i=ia$ and $L=(n+1)a$ with $a\neq0$. By `uniformChain_force_pressure`, if $\varphi$ is differentiable at $a$, then all its forces vanish and its pressure is $-\varphi'(a)$. The last theorem adds the condition $\varphi'(a)\neq0$, which means physically that the bonds are held away from a stationary point of the pair potential. The atomic virial $\sum_i x_i f_i$ is then zero while the pressure is not. Differentiability is not listed among the hypotheses of this theorem because Lean's `deriv` is zero wherever a function has no derivative, so a nonzero value already implies it.

For static, one-dimensional chains with nearest-neighbour pair forces, this shows what goes wrong in a periodic simulation if the pressure is computed from positions and total forces alone: the stress carried across the cell boundary is missing.

The virial theorem of mechanics relates time averages of the kinetic energy to the virial. The identity here concerns a single static configuration, with no velocities and no averaging, and the pressure has no kinetic part. Longer-ranged interactions, many-body potentials and the stress tensor of a three-dimensional crystal are not treated.

## From bond tensions to the pressure

Let the atoms move along a direction $u$ while the cell length changes at rate $l$:

$$x_i(t)=x_i+t\,u_i,\qquad L(t)=L+t\,l.$$

With cyclic indices and $\delta_{i,n}$ equal to one for $i=n$ and zero otherwise, each bond length changes linearly:

$$d_i(t)=d_i+t\,b_i,\qquad b_i=u_{i+1}-u_i+l\,\delta_{i,n}.$$

The chain rule gives the derivative of the energy at $t=0$,

$$\frac{dE}{dt}=\sum_i T_i\,b_i=\sum_i T_i u_{i+1}-\sum_i T_i u_i+l\,T_n.$$

In the first sum, the index can be shifted by one around the ring, so that $\sum_i T_i u_{i+1}=\sum_i T_{i-1}u_i$. Hence

$$\frac{dE}{dt}=-\sum_i u_i\,(T_i-T_{i-1})+l\,T_n.$$

Two choices of $u$ and $l$ now give everything that is needed.

For the force on atom $j$, set $l=0$, $u_j=1$ and all other $u_i=0$. The derivative is $-(T_j-T_{j-1})$, and therefore

$$f_j=T_j-T_{j-1}.$$

The bond ahead pulls the atom forward and the bond behind pulls it back. With a single atom, both are the same bond and the force is zero.

For the homogeneous strain, set $u=x$ and $l=L$. Then $b_i=d_i$, and the two expressions for the derivative become

$$\frac{dE}{d\varepsilon}=\sum_i d_i T_i=-\sum_i x_i f_i+L\,T_n.$$

Division by $-L$ gives the pressure formula.

If all forces vanish, then $T_i=T_{i-1}$ for every $i$. All bonds carry the same tension, the atomic virial is zero, and $P=-T_n=-T_i$ for any $i$.

In the uniform chain, the bonds inside the cell have length $(i+1)a-ia=a$. The boundary bond has length $0+(n+1)a-na=a$ as well. All tensions equal $\varphi'(a)$, so the forces cancel in pairs and $P=-\varphi'(a)$.

## Three atoms joined by springs

Take $\varphi(d)=\tfrac12(d-1)^2$, a spring of unit stiffness and unit natural length, so that $\varphi'(d)=d-1$. Place three atoms at $x=(0,1,3)$ in a cell of length $L=6$. Then

$$d=(1,2,3),\qquad T=(0,1,2),\qquad f=(0-2,\;1-0,\;2-1)=(-2,1,1).$$

The bond sum is $1\cdot0+2\cdot1+3\cdot2=8$. The atomic virial is $0\cdot(-2)+1\cdot1+3\cdot1=4$, and the other side of the identity is $-4+6\cdot2=8$. The pressure is $-8/6=-4/3$, which agrees with $4/6-2=-4/3$.

Now space the atoms evenly in the same cell, at $x=(0,2,4)$. Every bond has length $2$ and tension $1$. All forces are zero, but the pressure is $-1$: the cell would lower its energy by contracting.

## The chain rule and the cyclic sum in Lean

The first lemma, `bond_add_smul`, is the linear formula for $d_i(t)$. Its proof separates the boundary bond from the others with `split_ifs`, and `ring` settles the algebra in each case.

The shift around the ring is in `sum_tension_mul_bond`, which holds for arbitrary numbers $T_i$ and makes no reference to a potential. The map $i\mapsto i+1$ is a permutation of `Fin (n + 1)`, written `Equiv.addRight 1`, and `Equiv.sum_comp` says that a sum does not change under a permutation of its index. The term `hL` picks out the single contribution $l\,T_n$ from the boundary.

The derivative $\sum_i T_i b_i$ is obtained in `hasDerivAt_energy`. For each bond, `h1` differentiates the linear function $d_i+t\,b_i$ and `h2` supplies the derivative of $\varphi$ at $d_i$. `HasDerivAt.comp` combines them by the chain rule, and `HasDerivAt.fun_sum` adds the bonds.

Next, `force_eq` applies these two results with $l=0$ and `u = Pi.single i 1`. The final `simp` evaluates the sum over atoms, in which only the displaced atom contributes, and the minus sign in the definition of the force gives $T_i-T_{i-1}$.

For the first part of `periodic_virial`, the step `hfun` rewrites $(1+\varepsilon)L$ as $L+\varepsilon L$ and treats the positions in the same way. The strain then has the form of the general motion with $u=x$ and $l=L$, and `hasDerivAt_energy` applies. For the second part, the forces are replaced by differences of tensions, and what remains is the summation lemma with the same $u$ and $l$. The proof of `pressure_eq` inserts both parts into the definition of the pressure and clears the denominator, which uses $L\neq0$.

In `pressure_of_equilibrium`, the equality of all tensions is proved by induction along the chain, starting from bond $0$. In the induction step, zero force on atom $k+1$ gives $T_{k+1}=T_k$, so the tension passes from one bond to the next. The pressure formula then has a vanishing virial, and its boundary tension can be replaced by that of any bond.

The lemma `bond_uniformChain` computes the bond lengths of the uniform chain, again with the boundary bond as a separate case. With all lengths equal to $a$, `force_eq` gives zero forces at once, and the equilibrium theorem gives the pressure. The last theorem follows because $-\varphi'(a)$ is nonzero whenever $\varphi'(a)$ is.
